# Closed-form exchange-correlation energy of the interaction-strength interpolation

The last step of a calculation with the interaction-strength interpolation turns a few energies computed for one density into an exchange-correlation energy. These energies fix a model curve \(W(\lambda)\), where \(\lambda\) scales the electron-electron repulsion, at fixed density, from zero (the non-interacting Kohn-Sham system) to one (the physical system), and the curve has to be integrated over \(\lambda\). For this particular model, with \(Y>0\) and \(Z>-1\), the integral is elementary:

\[
\int_0^1\left(A+\frac{X}{\sqrt{1+Y\lambda}+Z}\right)d\lambda
= A+\frac{2X}{Y}\left(\sqrt{1+Y}-1-Z\log\frac{\sqrt{1+Y}+Z}{1+Z}\right).
\]

A program can therefore evaluate one square root and one logarithm in place of a quadrature over coupling strengths.

```lean
import Mathlib

open Filter Topology

namespace InteractionStrengthInterpolation

noncomputable section
```

## The model curve and its integral

The integrand has four real parameters:

\[
W(\lambda)=A+\frac{X}{\sqrt{1+Y\lambda}+Z}.
\]

Here \(A\) is the value that the curve approaches at infinite coupling, \(X\) is an energy that sets the height of the curve above \(A\), and \(Y\) and \(Z\) are dimensionless numbers that set its shape. In Lean all four are plain real numbers, so any consistent energy unit will do, and \(\lambda\) is written `l`. The density enters only through the parameters. How well this curve represents the true adiabatic connection of a given system is a separate question, which the theorems do not address.

```lean
/-- The interaction-strength interpolation integrand at coupling strength `l`. -/
def integrand (A X Y Z l : ℝ) : ℝ := A + X / (√(1 + Y * l) + Z)
```

The adiabatic connection writes the exchange-correlation energy as the integral of such a curve over \(0\le\lambda\le1\). That formula is taken over as the definition of the model's energy,

\[
E_{xc}=\int_0^1 W(\lambda)\,d\lambda ,
\]

so that the closed form remains something to be proved.

```lean
/-- The exchange-correlation energy: the integral of the integrand over coupling strengths
from zero to one. -/
def xcEnergy (A X Y Z : ℝ) : ℝ := ∫ l in (0 : ℝ)..1, integrand A X Y Z l
```

An antiderivative comes from the substitution \(r=\sqrt{1+Y\lambda}\), for which \(d\lambda=(2r/Y)\,dr\):

\[
\int\frac{X}{r+Z}\,d\lambda=\frac{2X}{Y}\int\frac{r}{r+Z}\,dr
=\frac{2X}{Y}\int\left(1-\frac{Z}{r+Z}\right)dr
=\frac{2X}{Y}\bigl(r-Z\log(r+Z)\bigr).
\]

Adding the contribution of the constant \(A\) gives

\[
F(\lambda)=A\lambda+\frac{2X}{Y}\left(\sqrt{1+Y\lambda}-Z\log\bigl(\sqrt{1+Y\lambda}+Z\bigr)\right).
\]

The file writes this function down directly and checks it by differentiation.

```lean
/-- An explicit function of the coupling strength, used as antiderivative of the integrand. -/
def primitive (A X Y Z l : ℝ) : ℝ :=
  A * l + 2 * X / Y * (√(1 + Y * l) - Z * Real.log (√(1 + Y * l) + Z))
```

## A denominator that stays positive

For \(Y>0\) and \(\lambda\ge0\) we have \(1+Y\lambda\ge1\), hence \(\sqrt{1+Y\lambda}\ge1\), and

\[
\sqrt{1+Y\lambda}+Z\ \ge\ 1+Z\ >\ 0 .
\]

The condition \(Z>-1\) thus keeps the curve free of a pole at every non-negative coupling strength, and it makes the argument of the logarithm positive.

```lean
variable {A X Y Z : ℝ}

/-- The denominator of the integrand is positive at every non-negative coupling strength. -/
theorem denom_pos (hY : 0 < Y) (hZ : -1 < Z) {l : ℝ} (hl : 0 ≤ l) :
    0 < √(1 + Y * l) + Z := by
  have h : 1 ≤ √(1 + Y * l) :=
    (Real.le_sqrt' one_pos).mpr (by nlinarith [mul_nonneg hY.le hl])
  linarith
```

## Slopes of the curve and of its antiderivative

By the chain rule, the root has the derivative

\[
\frac{d}{d\lambda}\sqrt{1+Y\lambda}=\frac{Y}{2\sqrt{1+Y\lambda}} .
\]

`HasDerivAt f c l` says that `f` is differentiable at `l` with derivative `c`. The derivative is two-sided even at \(\lambda=0\), which causes no difficulty because the formula is smooth slightly below zero as well.

```lean
/-- The derivative of the square root in the integrand with respect to coupling strength. -/
theorem hasDerivAt_root (hY : 0 < Y) {l : ℝ} (hl : 0 ≤ l) :
    HasDerivAt (fun t => √(1 + Y * t)) (Y / (2 * √(1 + Y * l))) l := by
  have hr : 0 < 1 + Y * l := by positivity
  have hlin : HasDerivAt (fun t => 1 + Y * t) Y l := by
    simpa using ((hasDerivAt_id' l).const_mul Y).const_add 1
  exact hlin.sqrt hr.ne'
```

The quotient rule then gives the slope of the model curve:

\[
W'(\lambda)=-\frac{XY}{2\sqrt{1+Y\lambda}\,\bigl(\sqrt{1+Y\lambda}+Z\bigr)^2}.
\]

Lean assembles the derivative from its rules for constants, sums and quotients. `congr_deriv` then replaces the resulting expression by the one displayed, and `field_simp` and `ring` verify that the two agree.

```lean
/-- The slope of the adiabatic connection integrand at non-negative coupling strength. -/
theorem hasDerivAt_integrand (hY : 0 < Y) (hZ : -1 < Z) {l : ℝ} (hl : 0 ≤ l) :
    HasDerivAt (integrand A X Y Z)
      (-(X * Y) / (2 * √(1 + Y * l) * (√(1 + Y * l) + Z) ^ 2)) l := by
  have hd := (denom_pos hY hZ hl).ne'
  have hr : √(1 + Y * l) ≠ 0 := (Real.sqrt_pos.mpr (by positivity)).ne'
  have h := ((hasDerivAt_const l X).fun_div
    ((hasDerivAt_root hY hl).add_const Z) hd).const_add A
  refine h.congr_deriv ?_
  field_simp
  ring
```

For the antiderivative, with \(r=\sqrt{1+Y\lambda}\) again,

\[
F'(\lambda)=A+\frac{2X}{Y}\cdot\frac{Y}{2r}\left(1-\frac{Z}{r+Z}\right)
=A+\frac{X}{r}\cdot\frac{r}{r+Z}=W(\lambda).
\]

The proof follows the same pattern. The `generalize` step names the root `r`, after which the identity is rational algebra in which \(r\) and \(r+Z\) are known to be nonzero.

```lean
/-- The derivative of `primitive` with respect to coupling strength is the integrand. -/
theorem hasDerivAt_primitive (hY : 0 < Y) (hZ : -1 < Z) {l : ℝ} (hl : 0 ≤ l) :
    HasDerivAt (primitive A X Y Z) (integrand A X Y Z l) l := by
  have hd := (denom_pos hY hZ hl).ne'
  have hr : √(1 + Y * l) ≠ 0 := (Real.sqrt_pos.mpr (by positivity)).ne'
  have hs := hasDerivAt_root hY hl
  have h := ((hasDerivAt_id' l).const_mul A).fun_add
    ((hs.fun_sub (((hs.add_const Z).log hd).const_mul Z)).const_mul (2 * X / Y))
  refine h.congr_deriv ?_
  unfold integrand
  generalize √(1 + Y * l) = r at hd hr ⊢
  field_simp
  ring
```

Since \(W\) is differentiable at each point of \([0,1]\), it is continuous there.

```lean
/-- The integrand is continuous on the physical range of coupling strengths. -/
theorem continuousOn_integrand (hY : 0 < Y) (hZ : -1 < Z) :
    ContinuousOn (integrand A X Y Z) (Set.Icc 0 1) :=
  fun _ hl => (hasDerivAt_integrand hY hZ hl.1).continuousAt.continuousWithinAt
```

## The integral in closed form

A continuous function on \([0,1]\) is integrable, so the fundamental theorem of calculus applies:

\[
\begin{aligned}
E_{xc}&=F(1)-F(0)\\
&=A+\frac{2X}{Y}\left(\sqrt{1+Y}-Z\log\bigl(\sqrt{1+Y}+Z\bigr)-1+Z\log(1+Z)\right)\\
&=A+\frac{2X}{Y}\left(\sqrt{1+Y}-1-Z\log\frac{\sqrt{1+Y}+Z}{1+Z}\right).
\end{aligned}
\]

The theorem `xcEnergy_eq` states this for all real \(A\) and \(X\), with \(Y>0\) and \(Z>-1\). In its proof `hint` is the integrability and `hder` is the derivative of \(F\) on the whole interval. `Real.log_div` splits the logarithm of the quotient, which is allowed because both arguments are positive, and `ring` matches the two sides.

```lean
/-- The closed form of the exchange-correlation energy in the interaction-strength
interpolation. -/
theorem xcEnergy_eq (hY : 0 < Y) (hZ : -1 < Z) :
    xcEnergy A X Y Z = A + 2 * X / Y *
      (√(1 + Y) - 1 - Z * Real.log ((√(1 + Y) + Z) / (1 + Z))) := by
  have h01 : (0 : ℝ) ≤ 1 := zero_le_one
  have hint : IntervalIntegrable (integrand A X Y Z) MeasureTheory.volume 0 1 := by
    apply ContinuousOn.intervalIntegrable
    rw [Set.uIcc_of_le h01]
    exact continuousOn_integrand hY hZ
  have hder : ∀ l ∈ Set.uIcc (0 : ℝ) 1,
      HasDerivAt (primitive A X Y Z) (integrand A X Y Z l) l := by
    intro l hl
    rw [Set.uIcc_of_le h01] at hl
    exact hasDerivAt_primitive hY hZ hl.1
  have h1 := denom_pos hY hZ h01
  rw [mul_one] at h1
  have h0 : 0 < 1 + Z := by linarith
  -- the fundamental theorem of calculus, then the two logarithms are combined
  unfold xcEnergy
  rw [intervalIntegral.integral_eq_sub_of_hasDerivAt hder hint,
    Real.log_div h1.ne' h0.ne']
  simp only [primitive, mul_one, mul_zero, add_zero, Real.sqrt_one]
  ring
```

## Bounds from the two ends of the curve

Let \(X>0\), with \(Y>0\) and \(Z>-1\) as before. If \(0\le a<b\), then \(\sqrt{1+Ya}<\sqrt{1+Yb}\), so the denominator grows and \(W(b)<W(a)\). The curve therefore lies between its end values on \([0,1]\), and integration gives

\[
W(1)<E_{xc}<W(0).
\]

When \(W(0)\) is the exact exchange energy, the upper bound says that the correlation energy \(E_{xc}-W(0)\) of this model is negative.

The auxiliary statement `anti` is the strict decrease. Each bound compares the integral of \(W\) with that of a constant. The Mathlib theorem used for this asks for continuity, an inequality throughout the interval, and one point where the inequality is strict. That point is \(\lambda=0\) for the lower bound and \(\lambda=1\) for the upper one.

```lean
/-- For positive `X` the exchange-correlation energy lies strictly between the values of the
integrand at full and at zero coupling strength. -/
theorem xcEnergy_bounds (hX : 0 < X) (hY : 0 < Y) (hZ : -1 < Z) :
    integrand A X Y Z 1 < xcEnergy A X Y Z ∧ xcEnergy A X Y Z < integrand A X Y Z 0 := by
  -- the integrand decreases strictly with coupling strength
  have anti : ∀ a b : ℝ, 0 ≤ a → a < b → integrand A X Y Z b < integrand A X Y Z a := by
    intro a b ha hab
    have hs : √(1 + Y * a) < √(1 + Y * b) :=
      Real.sqrt_lt_sqrt (by positivity) (by nlinarith)
    have h := div_lt_div_of_pos_left hX (denom_pos hY hZ ha)
      (show √(1 + Y * a) + Z < √(1 + Y * b) + Z by linarith)
    unfold integrand
    linarith
  have hc := continuousOn_integrand (A := A) (X := X) hY hZ
  constructor
  · have h := intervalIntegral.integral_lt_integral_of_continuousOn_of_le_of_exists_lt
      (f := fun _ => integrand A X Y Z 1) (g := integrand A X Y Z) one_pos
      continuousOn_const hc
      (fun l hl => by
        rcases hl.2.eq_or_lt with h | h
        · rw [h]
        · exact (anti l 1 hl.1.le h).le)
      ⟨0, by simp, anti 0 1 le_rfl one_pos⟩
    simpa [xcEnergy] using h
  · have h := intervalIntegral.integral_lt_integral_of_continuousOn_of_le_of_exists_lt
      (f := integrand A X Y Z) (g := fun _ => integrand A X Y Z 0) one_pos
      hc continuousOn_const (fun l hl => (anti 0 l le_rfl hl.1).le)
      ⟨1, by simp, anti 0 1 le_rfl one_pos⟩
    simpa [xcEnergy] using h
```

## The approach to the strong-coupling limit

For \(\lambda>0\), take \(\sqrt\lambda\) out of the denominator:

\[
\sqrt\lambda\,\bigl(W(\lambda)-A\bigr)=\frac{X\sqrt\lambda}{\sqrt{1+Y\lambda}+Z}
=\frac{X}{\sqrt{\lambda^{-1}+Y}+Z/\sqrt\lambda}\ \longrightarrow\ \frac{X}{\sqrt Y}
\qquad(\lambda\to\infty).
\]

The model thus approaches \(A\) as \(\lambda^{-1/2}\), with coefficient \(X/\sqrt Y\). In Lean, `Tendsto … atTop (𝓝 c)` is the statement that a function tends to \(c\) as its argument goes to infinity. The proof first obtains the limit of the right-hand expression from the limits of its parts, and then shows that the two expressions agree for every positive \(\lambda\). Only \(Y>0\) is needed, since any fixed \(Z\) is negligible at large \(\lambda\).

```lean
/-- At strong coupling, the integrand minus `A`, multiplied by the square root of the coupling
strength, tends to `X / √Y`. -/
theorem strong_coupling (hY : 0 < Y) :
    Tendsto (fun l => √l * (integrand A X Y Z l - A)) atTop (𝓝 (X / √Y)) := by
  have h1 := (Real.continuous_sqrt.tendsto (0 + Y)).comp
    ((tendsto_inv_atTop_zero (𝕜 := ℝ)).add_const Y)
  have h2 := ((tendsto_inv_atTop_zero (𝕜 := ℝ)).comp Real.tendsto_sqrt_atTop).const_mul Z
  rw [zero_add] at h1
  rw [mul_zero] at h2
  have h12 := h1.add h2
  rw [add_zero] at h12
  have h3 := (tendsto_const_nhds (x := X)).div h12 (Real.sqrt_pos.mpr hY).ne'
  refine h3.congr' ?_
  filter_upwards [eventually_gt_atTop (0 : ℝ)] with l hl
  show X / (√(l⁻¹ + Y) + Z * (√l)⁻¹) = √l * (integrand A X Y Z l - A)
  have hsl : √l ≠ 0 := (Real.sqrt_pos.mpr hl).ne'
  -- the factor √l is taken out of the denominator
  have hq : √(1 + Y * l) = √l * √(l⁻¹ + Y) := by
    rw [← Real.sqrt_mul hl.le, mul_add, mul_inv_cancel₀ hl.ne', mul_comm Y]
  have hf : √l * √(l⁻¹ + Y) + Z = √l * (√(l⁻¹ + Y) + Z * (√l)⁻¹) := by
    rw [mul_add, mul_left_comm, mul_inv_cancel₀ hsl, mul_one]
  unfold integrand
  rw [hq, hf, add_sub_cancel_left, ← mul_div_assoc, mul_div_mul_left _ _ hsl]
```

## Parameters from weak- and strong-coupling data

For given \(A\), the parameters \(X\), \(Y\) and \(Z\) are fixed by conditions at zero coupling and in the limit of infinite coupling. Let \(E\) be the value of the curve at \(\lambda=0\), \(-s\) its slope there, and \(w\) the coefficient of \(\lambda^{-1/2}\) at strong coupling. Physically, \(E\) is the exact exchange energy and \(-s\) is twice the second-order correlation energy of Görling-Levy perturbation theory. The constant \(A\) belongs to the limit of strictly correlated electrons, and \(w\) to their zero-point oscillations about that limit. The theorem takes these as given numbers with \(A<E\), \(s>0\) and \(w>0\); it does not compute them from a density.

With \(D=E-A\), the three conditions read

\[
\frac{X}{1+Z}=D,\qquad \frac{XY}{2(1+Z)^2}=s,\qquad \frac{X}{\sqrt Y}=w .
\]

The first gives \(X=D(1+Z)\). Inserting this into the second and dividing by \(1+Z\) gives \(DY=2s(1+Z)\). Multiplying by \(D\) and using the first and third conditions,

\[
D^2Y=2sD(1+Z)=2sX=2sw\sqrt Y,
\qquad\text{so}\qquad \sqrt Y=\frac{2sw}{D^2}.
\]

Then \(X=w\sqrt Y\) and \(1+Z=X/D\) yield

\[
X=\frac{2sw^2}{(E-A)^2},\qquad
Y=\frac{4s^2w^2}{(E-A)^4},\qquad
Z=\frac{2sw^2}{(E-A)^3}-1 .
\]

Conversely, substituting these values recovers the three conditions:

\[
\frac{X}{1+Z}=D,\qquad
\frac{XY}{2(1+Z)^2}=\frac{8s^3w^4/D^6}{8s^2w^4/D^6}=s,\qquad
\frac{X}{\sqrt Y}=\frac{2sw^2/D^2}{2sw/D^2}=w .
\]

The theorem `parameters_iff` states the equivalence for \(Y>0\) and \(Z>-1\). The formulas themselves give \(Y>0\), \(1+Z>0\) and \(X>0\), so parameters computed from such data meet the conditions of both the closed form and the bounds.

In the forward direction, Lean turns the slope and limit conditions into equations because a derivative and a limit are unique (`d0.unique` and `tendsto_nhds_unique`). The steps `k1` to `k4` are the elimination above: `k1` is \(DY=2s(1+Z)\), `k2` and `k3` solve for \(\sqrt Y\), and `k4` gives \(1+Z\). The reverse direction is the substitution, with the positive root of \(Y\) taken explicitly.

```lean
/-- The integrand has value `E` and slope `-s` at zero coupling and strong-coupling coefficient
`w` exactly when `X`, `Y` and `Z` are the stated functions of `E - A`, `s` and `w`. -/
theorem parameters_iff {E s w : ℝ} (hE : A < E) (hs : 0 < s) (hw : 0 < w)
    (hY : 0 < Y) (hZ : -1 < Z) :
    (integrand A X Y Z 0 = E ∧ HasDerivAt (integrand A X Y Z) (-s) 0 ∧
      Tendsto (fun l => √l * (integrand A X Y Z l - A)) atTop (𝓝 w)) ↔
    (X = 2 * s * w ^ 2 / (E - A) ^ 2 ∧ Y = 4 * s ^ 2 * w ^ 2 / (E - A) ^ 4 ∧
      Z = 2 * s * w ^ 2 / (E - A) ^ 3 - 1) := by
  obtain ⟨D, rfl⟩ : ∃ D, E = A + D := ⟨E - A, by ring⟩
  have hD : 0 < D := by linarith
  have hu : 0 < 1 + Z := by linarith
  have hr0 : 0 < √Y := Real.sqrt_pos.mpr hY
  have e0 : integrand A X Y Z 0 = A + X / (1 + Z) := by simp [integrand]
  have d0 := hasDerivAt_integrand (A := A) (X := X) hY hZ (le_refl (0 : ℝ))
  simp only [mul_zero, add_zero, Real.sqrt_one, mul_one] at d0
  have t0 := strong_coupling (A := A) (X := X) (Z := Z) hY
  rw [add_sub_cancel_left]
  constructor
  · rintro ⟨h1, h2, h3⟩
    have hX : X = D * (1 + Z) := (div_eq_iff hu.ne').mp (by linarith)
    have hXY : X * Y = 2 * s * (1 + Z) ^ 2 := by
      have h := d0.unique h2
      rw [div_eq_iff (mul_pos two_pos (pow_pos hu 2)).ne'] at h
      linarith
    have hXr : X = w * √Y := (div_eq_iff hr0.ne').mp (tendsto_nhds_unique t0 h3)
    have hsq : √Y ^ 2 = Y := Real.sq_sqrt hY.le
    -- the three conditions are solved for √Y
    have k1 : D * Y = 2 * s * (1 + Z) :=
      mul_left_cancel₀ hu.ne' (by linear_combination hXY - Y * hX)
    have k2 : D ^ 2 * √Y = 2 * s * w := mul_left_cancel₀ hr0.ne'
      (by linear_combination D ^ 2 * hsq + D * k1 - 2 * s * hX + 2 * s * hXr)
    have k3 : √Y = 2 * s * w / D ^ 2 := by
      rw [eq_div_iff (pow_pos hD 2).ne']
      linarith
    have k4 : 1 + Z = w * √Y / D := by
      rw [eq_div_iff hD.ne']
      linear_combination hXr - hX
    rw [k3] at hXr hsq k4
    exact ⟨by linear_combination hXr, by linear_combination -hsq, by linear_combination k4⟩
  · rintro ⟨hX, hYe, hZe⟩
    have hu' : 1 + Z = 2 * s * w ^ 2 / D ^ 3 := by rw [hZe]; ring
    have hr : √Y = 2 * s * w / D ^ 2 := by
      rw [hYe, show 4 * s ^ 2 * w ^ 2 / D ^ 4 = (2 * s * w / D ^ 2) ^ 2 by ring,
        Real.sqrt_sq (by positivity)]
    refine ⟨?_, d0.congr_deriv ?_, ?_⟩
    · have e : X / (1 + Z) = D := by
        rw [hu', hX]
        field_simp
      rw [e0, e]
    · rw [hu', hX, hYe]
      field_simp
      ring
    · have e : X / √Y = w := by
        rw [hr, hX]
        field_simp
      rw [e] at t0
      exact t0

end

end InteractionStrengthInterpolation
```

```lean
#print axioms InteractionStrengthInterpolation.xcEnergy_eq
#print axioms InteractionStrengthInterpolation.xcEnergy_bounds
#print axioms InteractionStrengthInterpolation.parameters_iff
```

```
'InteractionStrengthInterpolation.xcEnergy_eq' depends on axioms: [propext, Classical.choice, Quot.sound]
'InteractionStrengthInterpolation.xcEnergy_bounds' depends on axioms: [propext, Classical.choice, Quot.sound]
'InteractionStrengthInterpolation.parameters_iff' depends on axioms: [propext, Classical.choice, Quot.sound]
```
